# In units of √(ħ/mω), the N-level harmonic-oscillator position matrix gives ground-state moments exactly below order 2N and falls short by N!/2^N at order 2N

**Q:** You compare an $N\times N$ matrix $X$ with "the" position operator, which is unbounded on an infinite-dimensional space. What stands in for that operator?

**A:** A recursion on real sequences of number-state amplitudes. Position couples only neighbouring levels, and $x^k|0\rangle$ has finitely many nonzero amplitudes, so no domain questions arise. The moments of the ground-state density are defined separately, as Lebesgue integrals, and the two descriptions are then proved to agree.

```lean
import Mathlib

open MeasureTheory

namespace GaussHermiteOscillator

noncomputable section
```

**Q:** Which units, and which matrix elements?

**A:** Lengths are in units of $\sqrt{\hbar/m\omega}$. The element between levels $n-1$ and $n$ is $c_n=\sqrt{n/2}$, written `coupling n`. This is the usual ladder-operator value, taken as a definition and not derived from the Schrödinger equation.

```lean
/-- The position matrix element `√(n/2)` between the oscillator levels `n - 1` and `n`. -/
def coupling (n : ℕ) : ℝ := Real.sqrt ((n : ℝ) / 2)
```

The matrix $X$ keeps levels $0,\dots,N-1$, with zero diagonal and off-diagonals $c_1,\dots,c_{N-1}$.

```lean
/-- The position matrix of the oscillator cut down to its lowest `N` levels. -/
def positionMatrix (N : ℕ) : Matrix (Fin N) (Fin N) ℝ :=
  Matrix.of fun i j => (if (j : ℕ) = (i : ℕ) + 1 then coupling j else 0) +
    (if (i : ℕ) = (j : ℕ) + 1 then coupling i else 0)
```

The full operator sends amplitudes $g(n)$ to $c_n\,g(n-1)+c_{n+1}\,g(n+1)$, without the first term at $n=0$.

```lean
/-- The full position operator acting on a sequence of number-state amplitudes. -/
def position (g : ℕ → ℝ) : ℕ → ℝ
  | 0 => coupling 1 * g 1
  | n + 1 => coupling (n + 1) * g n + coupling (n + 2) * g (n + 2)
```

Write $a_k(n)$ for `amp k n`, the amplitude of $x^k|0\rangle$ on level $n$, and $b_k(n)$ for `truncAmp N k n`, which is $(X^k)_{n0}$ for $n<N$ and zero for $n\ge N$.

```lean
/-- The amplitude on level `n` of the ground state after `k` applications of position. -/
def amp : ℕ → ℕ → ℝ
  | 0 => fun n => if n = 0 then 1 else 0
  | k + 1 => position (amp k)

/-- The amplitude on level `n` after the `N`-level position matrix has acted `k` times on the ground
state, set to zero for `n ≥ N`. -/
def truncAmp (N k n : ℕ) : ℝ :=
  if h : n < N then (positionMatrix N ^ k) ⟨n, h⟩ ⟨0, Nat.zero_lt_of_lt h⟩ else 0
```

The density is $\rho(x)=e^{-x^2}/\sqrt\pi$, and its moments are $m_k=\int x^k\rho\,dx$.

```lean
/-- The position density `exp(-x²)/√π` of the oscillator ground state. -/
def groundDensity (x : ℝ) : ℝ := Real.exp (-x ^ 2) / Real.sqrt Real.pi

/-- The `k`-th moment of position in the ground-state density. -/
def gaussMoment (k : ℕ) : ℝ := ∫ x : ℝ, x ^ k * groundDensity x
```

**Q:** Then why should $a_k(0)$, which is pure algebra, equal the integral $m_k$?

**A:** Both obey the same two-step recursion. Start with the algebra. Each application of position climbs at most one level, so $a_k(n)=0$ for $n>k$.

```lean
/-- After `k` applications of position the ground state has no component above level `k`. -/
theorem amp_eq_zero (k : ℕ) : ∀ n, k < n → amp k n = 0 := by
  induction k with
  | zero =>
    intro n hn
    exact if_neg (by omega)
  | succ k ih =>
    intro n hn
    cases n with
    | zero => omega
    | succ n =>
      show coupling (n + 1) * amp k n + coupling (n + 2) * amp k (n + 2) = 0
      rw [ih n (by omega), ih (n + 2) (by omega), mul_zero, mul_zero, add_zero]
```

Next, the lowering operator $\hat a$ satisfies $[\hat a,x]=1/\sqrt2$, so $\hat a\,x^{k+1}|0\rangle=\frac{k+1}{\sqrt2}x^k|0\rangle$. On level $n$, after division by $\sqrt2$, this reads
$$c_{n+1}\,a_{k+1}(n+1)=\tfrac{k+1}{2}\,a_k(n).$$

**Q:** There is no commutator in your file.

**A:** It appears as $c_{n+1}^2-c_n^2=\tfrac12$. The proof is by induction on $k$. At $k=0$ both sides vanish for $n>0$, and at $n=0$ both equal $c_1^2=\tfrac12$. Assuming the identity for $k$, expand the next case:
$$c_{n+1}a_{k+2}(n+1)=c_{n+1}^2a_{k+1}(n)+c_{n+1}c_{n+2}a_{k+1}(n+2).$$
By the hypothesis at $n+1$, the last term is $\frac{k+1}{2}c_{n+1}a_k(n+1)$. The position recursion turns this into $\frac{k+1}{2}\left[a_{k+1}(n)-c_na_k(n-1)\right]$, and the hypothesis at $n-1$ makes the subtracted part $c_n^2a_{k+1}(n)$. The total is $\left(c_{n+1}^2-c_n^2+\frac{k+1}{2}\right)a_{k+1}(n)=\frac{k+2}{2}a_{k+1}(n)$. At $n=0$ the terms with $c_n$ are absent. The `linear_combination` calls carry out this bookkeeping.

```lean
/-- Lowering the state `x^(k+1)|0⟩` by one level gives a multiple of `x^k|0⟩`, as a
derivative would. -/
theorem lowering_amp (k : ℕ) : ∀ n,
    coupling (n + 1) * amp (k + 1) (n + 1) = ((k : ℝ) + 1) / 2 * amp k n := by
  have sq : ∀ n : ℕ, coupling (n + 1) ^ 2 = ((n : ℝ) + 1) / 2 := fun n => by
    rw [coupling, Real.sq_sqrt (by positivity), Nat.cast_add, Nat.cast_one]
  induction k with
  | zero =>
    intro n
    have e : amp (0 + 1) (n + 1) =
      coupling (n + 1) * amp 0 n + coupling (n + 2) * amp 0 (n + 2) := rfl
    rw [e, amp_eq_zero 0 (n + 2) (by omega)]
    cases n with
    | zero => linear_combination amp 0 0 * sq 0
    | succ n =>
      rw [amp_eq_zero 0 (n + 1) (by omega)]
      ring
  | succ j ih =>
    intro n
    have hj : ((j + 1 : ℕ) : ℝ) = (j : ℝ) + 1 := Nat.cast_succ j
    have e : amp (j + 1 + 1) (n + 1) = coupling (n + 1) * amp (j + 1) n +
      coupling (n + 1 + 1) * amp (j + 1) (n + 1 + 1) := rfl
    have h1 := ih (n + 1)
    rw [e, hj]
    cases n with
    | zero =>
      have s : coupling (0 + 1) ^ 2 = 1 / 2 := by simpa using sq 0
      have e0 : amp (j + 1) 0 = coupling (0 + 1) * amp j (0 + 1) := rfl
      linear_combination coupling (0 + 1) * h1 + amp (j + 1) 0 * s - ((j : ℝ) + 1) / 2 * e0
    | succ m =>
      have hm : ((m + 1 : ℕ) : ℝ) = (m : ℝ) + 1 := Nat.cast_succ m
      have s := sq (m + 1)
      rw [hm] at s
      have e0 : amp (j + 1) (m + 1) =
        coupling (m + 1) * amp j m + coupling (m + 1 + 1) * amp j (m + 1 + 1) := rfl
      linear_combination coupling (m + 1 + 1) * h1 + amp (j + 1) (m + 1) * s
        - ((j : ℝ) + 1) / 2 * e0 + coupling (m + 1) * ih m - amp (j + 1) (m + 1) * sq m
```

**Q:** And the integrals? Lean assigns zero to a divergent one.

**A:** That is excluded first: every $x^k\rho$ is shown to be integrable.

```lean
/-- Every power of position is integrable against the ground-state density. -/
theorem integrable_moment (k : ℕ) : Integrable (fun x : ℝ => x ^ k * groundDensity x) := by
  have hk : (-1 : ℝ) < (k : ℝ) := by
    have : (0 : ℝ) ≤ (k : ℝ) := Nat.cast_nonneg k
    linarith
  have h : Integrable (fun x : ℝ => x ^ k * Real.exp (-x ^ 2)) := by
    simpa [Real.rpow_natCast] using integrable_rpow_mul_exp_neg_mul_sq one_pos hk
  simpa only [groundDensity, mul_div_assoc] using h.div_const (Real.sqrt Real.pi)
```

Then integrate
$$\frac{d}{dx}\left(x^{k+1}\rho\right)=(k+1)x^k\rho-2x^{k+2}\rho$$
over the line. The left side gives zero, so $m_{k+2}=\frac{k+1}{2}m_k$.

```lean
/-- Integration by parts links each ground-state moment to the one two orders below. -/
theorem gaussMoment_add_two (k : ℕ) :
    gaussMoment (k + 2) = ((k : ℝ) + 1) / 2 * gaussMoment k := by
  have hd : ∀ x : ℝ, HasDerivAt (fun x : ℝ => x ^ (k + 1) * groundDensity x)
      (((k : ℝ) + 1) * (x ^ k * groundDensity x) - 2 * (x ^ (k + 2) * groundDensity x)) x := by
    intro x
    have h1 : HasDerivAt groundDensity
        (Real.exp (-x ^ 2) * (-(2 * x)) / Real.sqrt Real.pi) x :=
      ((hasDerivAt_pow 2 x).fun_neg.exp.congr_deriv (by simp)).div_const _
    refine ((hasDerivAt_pow (k + 1) x).fun_mul h1).congr_deriv ?_
    simp only [groundDensity, add_tsub_cancel_right]
    push_cast
    ring
  have i1 := (integrable_moment k).const_mul ((k : ℝ) + 1)
  have i2 := (integrable_moment (k + 2)).const_mul 2
  -- the integral of a total derivative vanishes
  have h0 := integral_eq_zero_of_hasDerivAt_of_integrable hd (i1.sub i2)
    (integrable_moment (k + 1))
  rw [integral_sub i1 i2, integral_const_mul, integral_const_mul] at h0
  unfold gaussMoment
  linear_combination (-1 / 2) * h0
```

The lowering identity at $n=0$ gives $a_{k+2}(0)=c_1a_{k+1}(1)=\frac{k+1}{2}a_k(0)$, the same recursion. The starting values match: $a_0(0)=m_0=1$ by normalisation, and $a_1(0)=m_1=0$ by parity.

```lean
/-- The ground-state expectation value of the `k`-th power of the full position operator is
the `k`-th moment of the ground-state density. -/
theorem amp_zero_eq_gaussMoment : ∀ k, amp k 0 = gaussMoment k
  | 0 => by
    have h : ∫ x : ℝ, Real.exp (-x ^ 2) = Real.sqrt Real.pi := by
      simpa using integral_gaussian 1
    have hpi : Real.sqrt Real.pi ≠ 0 := (Real.sqrt_pos.2 Real.pi_pos).ne'
    simp only [gaussMoment, groundDensity, pow_zero, one_mul, integral_div]
    rw [h, div_self hpi]
    rfl
  | 1 => by
    have h := integral_neg_eq_self (fun x : ℝ => x ^ 1 * groundDensity x) volume
    simp only [groundDensity, pow_one, neg_sq, neg_mul, integral_neg] at h
    have e : amp 1 0 = coupling 1 * amp 0 1 := rfl
    rw [e, amp_eq_zero 0 1 one_pos, mul_zero]
    simp only [gaussMoment, groundDensity, pow_one]
    linarith
  | k + 2 => by
    rw [gaussMoment_add_two, ← amp_zero_eq_gaussMoment k]
    exact lowering_amp k 0
```

**Q:** Now cut the ladder. When does the matrix notice?

**A:** Only when a path has climbed to level $N$ and come back. For $n<N$, the $b_k(n)$ obey the full recursion, because the missing upper neighbour is set to zero. The proof splits the matrix product into its upper and lower neighbours, and `Finset.sum_eq_single` picks out each surviving term.

```lean
/-- Below the cutoff, the truncated matrix acts on its amplitudes as the full position
operator does. -/
theorem truncAmp_succ {N n : ℕ} (k : ℕ) (h : n < N) :
    truncAmp N (k + 1) n = position (truncAmp N k) n := by
  have hrow : truncAmp N (k + 1) n = ∑ j : Fin N,
      positionMatrix N ⟨n, h⟩ j * truncAmp N k j := by
    rw [truncAmp, dif_pos h, pow_succ', Matrix.mul_apply]
    refine Finset.sum_congr rfl fun j _ => ?_
    simp [truncAmp]
  have hr : ∑ j : Fin N, positionMatrix N ⟨n, h⟩ j * truncAmp N k j =
      ∑ j ∈ Finset.range N, ((if j = n + 1 then coupling j else 0) +
        (if n = j + 1 then coupling n else 0)) * truncAmp N k j :=
    Fin.sum_univ_eq_sum_range (fun j => ((if j = n + 1 then coupling j else 0) +
        (if n = j + 1 then coupling n else 0)) * truncAmp N k j) N
  -- the neighbour above contributes only if it lies below the cutoff
  have hup : ∑ j ∈ Finset.range N, (if j = n + 1 then coupling j else 0) * truncAmp N k j =
      coupling (n + 1) * truncAmp N k (n + 1) := by
    rw [Finset.sum_eq_single (n + 1)]
    · rw [if_pos rfl]
    · intro j _ hj
      rw [if_neg hj, zero_mul]
    · intro hn
      have hz : truncAmp N k (n + 1) = 0 := dif_neg (fun h' => hn (Finset.mem_range.2 h'))
      rw [hz, mul_zero]
  rw [hrow, hr]
  simp only [add_mul, Finset.sum_add_distrib]
  rw [hup]
  cases n with
  | zero =>
    rw [Finset.sum_eq_zero (fun j _ => by rw [if_neg (by omega), zero_mul]), add_zero]
    rfl
  | succ m =>
    rw [Finset.sum_eq_single m]
    · rw [if_pos rfl]
      exact add_comm _ _
    · intro j _ hj
      rw [if_neg (by omega), zero_mul]
    · intro hm
      exact absurd (Finset.mem_range.2 (by omega)) hm
```

Hence $b_k(n)=a_k(n)$ whenever $n\le N$ and $k+n<2N$. Use induction on $k$. At $k=0$ both are 1 on level 0 and zero elsewhere. For a step to $k+1$ on a level $n<N$, both neighbours at step $k$ still satisfy the condition. On level $N$ the condition forces fewer than $N$ steps, so both amplitudes vanish.

```lean
/-- With at least one level kept, the truncated and full amplitudes on level `n ≤ N` agree
after `k` steps as long as `k + n < 2N`. -/
theorem truncAmp_eq_amp {N : ℕ} (hN : 0 < N) (k : ℕ) :
    ∀ n, n ≤ N → k + n < 2 * N → truncAmp N k n = amp k n := by
  induction k with
  | zero =>
    intro n hn _
    by_cases h : n < N
    · rw [truncAmp, dif_pos h, pow_zero, Matrix.one_apply]
      simp [amp, Fin.ext_iff]
    · rw [truncAmp, dif_neg h, amp_eq_zero 0 n (by omega)]
  | succ k ih =>
    intro n hn hk
    by_cases h : n < N
    · rw [truncAmp_succ k h]
      cases n with
      | zero =>
        show coupling 1 * truncAmp N k 1 = coupling 1 * amp k 1
        rw [ih 1 (by omega) (by omega)]
      | succ m =>
        show coupling (m + 1) * truncAmp N k m + coupling (m + 2) * truncAmp N k (m + 2) =
          coupling (m + 1) * amp k m + coupling (m + 2) * amp k (m + 2)
        rw [ih m (by omega) (by omega), ih (m + 2) (by omega) (by omega)]
    · rw [truncAmp, dif_neg h, amp_eq_zero (k + 1) n (by omega)]
```

**Q:** And the exact loss at order $2N$?

**A:** Let $d_k(n)=a_k(n)-b_k(n)$ and follow the line $k+n=2N$. For $n<N$ the lower neighbour has no defect, so $d_k(n)=c_{n+1}d_{k-1}(n+1)$. At the cutoff, $d_N(N)=a_N(N)=c_1\cdots c_N$. Descending to level 0 gives
$$d_{2N}(0)=(c_1\cdots c_N)^2=\prod_{n=1}^N\frac n2=\frac{N!}{2^N}.$$
Lean multiplies the defect by $a_n(n)=c_1\cdots c_n$, which makes the product the same at every level of the descent and avoids division.

```lean
/-- With at least one level kept, the amplitude lost on level `n ≤ N` after `k = 2N - n` steps,
times the amplitude for climbing straight from the ground state to `n`, is `N!/2^N`. -/
theorem truncation_defect {N : ℕ} (hN : 0 < N) (k : ℕ) : ∀ n, n ≤ N → k + n = 2 * N →
    (amp k n - truncAmp N k n) * amp n n = (N.factorial : ℝ) / 2 ^ N := by
  have top : ∀ n, amp (n + 1) (n + 1) = coupling (n + 1) * amp n n := fun n => by
    show coupling (n + 1) * amp n n + coupling (n + 2) * amp n (n + 2) = _
    rw [amp_eq_zero n (n + 2) (by omega), mul_zero, add_zero]
  have topsq : ∀ n, amp n n ^ 2 = (n.factorial : ℝ) / 2 ^ n := by
    intro n
    induction n with
    | zero => simp [amp]
    | succ n ih =>
      rw [top n, mul_pow, ih, coupling, Real.sq_sqrt (by positivity), Nat.factorial_succ]
      push_cast
      ring
  induction k with
  | zero =>
    intro n hn hk
    omega
  | succ k ih =>
    intro n hn hk
    by_cases h : n < N
    · -- only the neighbour above carries a defect
      rw [truncAmp_succ k h]
      cases n with
      | zero =>
        have h1 := ih (0 + 1) (by omega) (by omega)
        rw [top 0] at h1
        show (coupling (0 + 1) * amp k (0 + 1) - coupling (0 + 1) * truncAmp N k (0 + 1)) *
          amp 0 0 = _
        linear_combination h1
      | succ m =>
        have h1 := ih (m + 1 + 1) (by omega) (by omega)
        rw [top (m + 1)] at h1
        show (coupling (m + 1) * amp k m + coupling (m + 1 + 1) * amp k (m + 1 + 1) -
          (coupling (m + 1) * truncAmp N k m +
            coupling (m + 1 + 1) * truncAmp N k (m + 1 + 1))) * amp (m + 1) (m + 1) = _
        rw [truncAmp_eq_amp hN k m (by omega) (by omega)]
        linear_combination h1
    · have hn' : n = N := by omega
      have hk' : k + 1 = N := by omega
      rw [hk', hn', truncAmp, dif_neg (lt_irrefl N), ← topsq N]
      ring
```

**Q:** So what does the main theorem say, word for word?

**A:** For every $N\ge1$, $(X^k)_{00}=m_k$ for all $k<2N$, and $m_{2N}-(X^{2N})_{00}=N!/2^N$. The hypothesis `hN` guarantees that level 0 exists. For $N=1$ the matrix is the single entry 0, and the shortfall is $m_2=\frac12$.

```lean
/-- For `N ≥ 1` levels the ground-state entry of `X^k` is the exact Gaussian moment for all
`k < 2N`, and at `k = 2N` it falls short of the moment by `N!/2^N`. -/
theorem gauss_hermite_moments {N : ℕ} (hN : 0 < N) :
    (∀ k < 2 * N, (positionMatrix N ^ k) ⟨0, hN⟩ ⟨0, hN⟩ = gaussMoment k) ∧
    gaussMoment (2 * N) - (positionMatrix N ^ (2 * N)) ⟨0, hN⟩ ⟨0, hN⟩ =
      (N.factorial : ℝ) / 2 ^ N := by
  have hX : ∀ k, (positionMatrix N ^ k) ⟨0, hN⟩ ⟨0, hN⟩ = truncAmp N k 0 := fun k => by
    rw [truncAmp, dif_pos hN]
  constructor
  · intro k hk
    rw [hX, truncAmp_eq_amp hN k 0 (by omega) (by omega), amp_zero_eq_gaussMoment]
  · have h := truncation_defect hN (2 * N) 0 (by omega) (by omega)
    have h00 : amp 0 0 = 1 := by simp [amp]
    rw [h00, mul_one] at h
    rw [hX, ← amp_zero_eq_gaussMoment, h]
```

**Q:** I was expecting Gauss–Hermite nodes and weights.

**A:** The theorem is the quadrature rule in matrix form. Diagonalising $X$ with normalised eigenvectors $v_i$ and eigenvalues $x_i$ gives $p(X)_{00}=\sum_i v_i(0)^2\,p(x_i)$, but the file neither carries out that step nor identifies the $x_i$ with zeros of a Hermite polynomial.

What it does prove is the version for a real polynomial $p=\sum_i p_ix^i$ of degree at most $2N$:
$$\int p\,\rho\,dx-p(X)_{00}=p_{2N}\frac{N!}{2^N}.$$
Expand both terms in powers; everything below order $2N$ cancels. For a one-dimensional polynomial potential $V=p$ within this degree bound, with $x$ in the units above, this is the exact expectation value of $V(x)$ in the oscillator ground state minus the value obtained when $V(x)$ is replaced by $V(X)$ in an $N$-level oscillator basis. That state is in general not the ground state of a particle moving in $V$. Higher degrees and other matrix elements of $p(X)$ are not covered.

```lean
/-- For `N ≥ 1` levels and a polynomial `p` of degree at most `2N`, the ground-state average of
`p` exceeds the ground-state entry of `p(X)` by the coefficient of `x^(2N)` times `N!/2^N`. -/
theorem gauss_hermite_polynomial {N : ℕ} (hN : 0 < N) (p : Polynomial ℝ)
    (hp : p.natDegree ≤ 2 * N) :
    (∫ x : ℝ, p.eval x * groundDensity x) -
      (Polynomial.aeval (positionMatrix N) p) ⟨0, hN⟩ ⟨0, hN⟩ =
      p.coeff (2 * N) * ((N.factorial : ℝ) / 2 ^ N) := by
  have hdeg : p.natDegree < 2 * N + 1 := by omega
  obtain ⟨hexact, hdefect⟩ := gauss_hermite_moments hN
  have hint : ∫ x : ℝ, p.eval x * groundDensity x =
      ∑ i ∈ Finset.range (2 * N + 1), p.coeff i * gaussMoment i := by
    simp_rw [Polynomial.eval_eq_sum_range' hdeg, Finset.sum_mul, mul_assoc]
    rw [integral_finsetSum _ (fun i _ => (integrable_moment i).const_mul _)]
    simp only [integral_const_mul, gaussMoment]
  have hmat : (Polynomial.aeval (positionMatrix N) p) ⟨0, hN⟩ ⟨0, hN⟩ =
      ∑ i ∈ Finset.range (2 * N + 1),
        p.coeff i * (positionMatrix N ^ i) ⟨0, hN⟩ ⟨0, hN⟩ := by
    rw [Polynomial.aeval_eq_sum_range' hdeg, Matrix.sum_apply]
    simp only [Matrix.smul_apply, smul_eq_mul]
  -- all powers below the top one cancel
  have hlow : ∑ i ∈ Finset.range (2 * N),
      p.coeff i * (positionMatrix N ^ i) ⟨0, hN⟩ ⟨0, hN⟩ =
      ∑ i ∈ Finset.range (2 * N), p.coeff i * gaussMoment i :=
    Finset.sum_congr rfl fun i hi => by rw [hexact i (Finset.mem_range.1 hi)]
  rw [hint, hmat, Finset.sum_range_succ, Finset.sum_range_succ, hlow]
  linear_combination p.coeff (2 * N) * hdefect

end

end GaussHermiteOscillator
```

```lean
#print axioms GaussHermiteOscillator.gauss_hermite_moments
#print axioms GaussHermiteOscillator.gauss_hermite_polynomial
```

```
'GaussHermiteOscillator.gauss_hermite_moments' depends on axioms: [propext, Classical.choice, Quot.sound]
'GaussHermiteOscillator.gauss_hermite_polynomial' depends on axioms: [propext, Classical.choice, Quot.sound]
```

**Q:** Does the path argument need the oscillator at all?

**A:** Only for the values of $c_n$. The same count, done by hand for any infinite real symmetric tridiagonal matrix, shows that its $N\times N$ truncation has the right $00$ entry for powers below $2N$, and that at power $2N$ it loses the product of the first $N$ squared off-diagonals. Diagonal entries do not change this, since a path that reaches level $N$ and returns in $2N$ steps has no step to spare.
